# Stopping a Green–Kubo integral early underestimates the mobility when the relaxation matrix is symmetric and positive definite

Take a current that relaxes at a single rate $\lambda>0$, with autocorrelation $a^2e^{-\lambda t}$ and $a\neq0$. Its integral from $t=0$ to infinity is $M=a^2/\lambda$. Stopping at time $T\ge 0$ gives $M(T)=(1-e^{-\lambda T})M$, which is too low by exactly $e^{-\lambda T}M$.

With several relaxation modes, let $C$ be a finite real symmetric matrix of relaxation rates, with all eigenvalues at least $x>0$, and let $v\neq0$ be the current vector. Define

$$M=\langle v,C^{-1}v\rangle,\qquad M(T)=\int_0^T\langle v,e^{-tC}v\rangle\,dt .$$

Then, for every $T\ge0$,

$$0<M-M(T)\le e^{-xT}M .$$

The condition $x>0$ says that every mode decays, so no conserved quantity is left in the space. The letter $C$ denotes the relaxation matrix, not the correlation function. "Mobility" here omits the physical prefactor (charge, temperature, number of carriers), which cancels from the relative error.

## The cutoff in a transport calculation

If the scattering rates obey detailed balance, a linearised Boltzmann solver on a finite grid of electron momenta can symmetrise its collision matrix using equilibrium weights. Particle conservation gives a zero eigenvalue, so that mode is projected out. Suppose that the remaining eigenvalues are all at least $x>0$. One way to compute the mobility is then to propagate $w(t)=e^{-tC}v$, accumulate $\langle v,w(t)\rangle\,\Delta t$ with time step $\Delta t$, and stop at $T$. Apart from time-step error, the result is $M(T)$. A truncation error of at most 1% is ensured by $xT\ge\ln 100\approx4.6$.

## Derivation by relaxation modes

Write $C=U\Lambda U^{\mathsf T}$, with $U$ orthogonal and $\Lambda$ the diagonal matrix of eigenvalues $\lambda_i$. Let $a=U^{\mathsf T}v$ be the mode amplitudes. Since $e^{-tC}=Ue^{-t\Lambda}U^{\mathsf T}$ and $C^{-1}=U\Lambda^{-1}U^{\mathsf T}$,

$$\langle v,e^{-tC}v\rangle=\sum_i e^{-\lambda_i t}a_i^2,\qquad M=\sum_i\frac{a_i^2}{\lambda_i}.$$

Integrating each exponential from $0$ to $T$ and subtracting from $M$ gives

$$M-M(T)=\sum_i e^{-\lambda_iT}\,\frac{a_i^2}{\lambda_i}.$$

No term is negative. Because $v=Ua\neq0$, some $a_i$ is nonzero, so the sum is positive. Because $\lambda_i\ge x$ and $T\ge0$, each exponential is at most $e^{-xT}$, which gives the upper bound.

If the positive eigenvalues are all at most $y$, the same comparison reversed gives $M-M(T)\ge e^{-yT}M$. For $T>0$, equality in the upper bound requires equality in every term: $a_i=0$ or $\lambda_i=x$. This says $\lambda_ia_i=xa_i$ for all $i$, or $Cv=xv$. As $T\to\infty$ every exponential vanishes and $M(T)\to M$.

## The Lean file

```lean
import Mathlib

open Matrix Filter Topology

namespace GreenKuboTruncation

noncomputable section

variable {n : Type*} [Fintype n] [DecidableEq n] {C : Matrix n n ℝ}

/-- The correlation function `⟨v, exp(-tC) v⟩` of the current `v` under the relaxation
matrix `C`. -/
def correlation (C : Matrix n n ℝ) (v : n → ℝ) (t : ℝ) : ℝ :=
  v ⬝ᵥ (NormedSpace.exp (-(t • C)) *ᵥ v)

/-- The mobility `⟨v, C⁻¹ v⟩`, for an invertible relaxation matrix `C`. -/
def mobility (C : Matrix n n ℝ) (v : n → ℝ) : ℝ := v ⬝ᵥ (C⁻¹ *ᵥ v)

/-- The finite-time mobility: the correlation function integrated from `0` to `T`. -/
def truncatedMobility (C : Matrix n n ℝ) (v : n → ℝ) (T : ℝ) : ℝ :=
  ∫ t in (0 : ℝ)..T, correlation C v t

/-- The matrix whose columns are the orthonormal relaxation modes (eigenvectors) of `C`. -/
def modes (hC : C.IsHermitian) : Matrix n n ℝ := (hC.eigenvectorUnitary : Matrix n n ℝ)

/-- The amplitudes of the current `v` in the relaxation modes of `C`. -/
def amplitude (hC : C.IsHermitian) (v : n → ℝ) : n → ℝ := (modes hC)ᵀ *ᵥ v

/-- The relaxation modes of a real symmetric matrix are orthonormal and complete, and they
diagonalise it. -/
theorem modes_spec (hC : C.IsHermitian) :
    modes hC * (modes hC)ᵀ = 1 ∧ (modes hC)ᵀ * modes hC = 1 ∧
      C = modes hC * diagonal hC.eigenvalues * (modes hC)ᵀ := by
  have h1 : modes hC * (modes hC)ᵀ = 1 := by
    have h := Matrix.mem_unitaryGroup_iff.mp hC.eigenvectorUnitary.2
    rwa [Matrix.star_eq_conjTranspose, Matrix.conjTranspose_eq_transpose_of_trivial] at h
  refine ⟨h1, mul_eq_one_comm.mp h1, ?_⟩
  refine hC.spectral_theorem.trans ?_
  rw [Unitary.conjStarAlgAut_apply]
  rfl

/-- A quadratic form that is diagonal in an array of modes `U` is a sum of squared
amplitudes weighted by the diagonal entries. -/
theorem quadratic_form_modes (U : Matrix n n ℝ) (d v : n → ℝ) :
    v ⬝ᵥ ((U * diagonal d * Uᵀ) *ᵥ v) = ∑ i, d i * ((Uᵀ *ᵥ v) i) ^ 2 := by
  rw [← Matrix.mulVec_mulVec, ← Matrix.mulVec_mulVec, Matrix.dotProduct_mulVec,
    ← Matrix.mulVec_transpose]
  unfold dotProduct
  refine Finset.sum_congr rfl fun i _ => ?_
  rw [Matrix.mulVec_diagonal]
  ring

/-- The correlation function of a symmetric relaxation matrix is a sum of exponentials, one
for each mode, weighted by the squared amplitudes. -/
theorem correlation_eq_sum (hC : C.IsHermitian) (v : n → ℝ) (t : ℝ) :
    correlation C v t =
      ∑ i, Real.exp (-(hC.eigenvalues i * t)) * amplitude hC v i ^ 2 := by
  obtain ⟨h1, h2, h3⟩ := modes_spec hC
  have hinv : (modes hC)⁻¹ = (modes hC)ᵀ := Matrix.inv_eq_right_inv h1
  have hU : IsUnit (modes hC) := ⟨⟨modes hC, (modes hC)ᵀ, h1, h2⟩, rfl⟩
  have hd : diagonal (fun i => -(hC.eigenvalues i * t)) = (-t) • diagonal hC.eigenvalues := by
    rw [← Matrix.diagonal_smul]
    congr 1
    ext i
    simp [mul_comm]
  have e : -(t • C) =
      modes hC * diagonal (fun i => -(hC.eigenvalues i * t)) * (modes hC)⁻¹ := by
    rw [hinv, hd, Matrix.mul_smul, Matrix.smul_mul, ← h3, neg_smul]
  -- the exponential acts on each mode separately
  have hexp : NormedSpace.exp (-(t • C)) =
      modes hC * diagonal (fun i => Real.exp (-(hC.eigenvalues i * t))) * (modes hC)ᵀ := by
    rw [e, Matrix.exp_conj _ _ hU, Matrix.exp_diagonal, hinv, Pi.exp_def, Real.exp_eq_exp_ℝ]
  rw [correlation, hexp, quadratic_form_modes]
  rfl

/-- If no eigenvalue of the symmetric matrix `C` vanishes, the mobility is the sum over modes
of squared amplitude divided by relaxation rate. -/
theorem mobility_eq_sum (hC : C.IsHermitian) (h0 : ∀ i, hC.eigenvalues i ≠ 0) (v : n → ℝ) :
    mobility C v = ∑ i, amplitude hC v i ^ 2 / hC.eigenvalues i := by
  obtain ⟨h1, h2, h3⟩ := modes_spec hC
  have hdd : diagonal hC.eigenvalues * diagonal (fun i => (hC.eigenvalues i)⁻¹) = 1 := by
    rw [Matrix.diagonal_mul_diagonal, ← Matrix.diagonal_one]
    congr 1
    ext i
    exact mul_inv_cancel₀ (h0 i)
  have key : (modes hC * diagonal hC.eigenvalues * (modes hC)ᵀ) *
      (modes hC * diagonal (fun i => (hC.eigenvalues i)⁻¹) * (modes hC)ᵀ) = 1 := by
    calc _ = modes hC * (diagonal hC.eigenvalues * ((modes hC)ᵀ * modes hC) *
          diagonal (fun i => (hC.eigenvalues i)⁻¹)) * (modes hC)ᵀ := by
            simp only [Matrix.mul_assoc]
      _ = 1 := by rw [h2, Matrix.mul_one, hdd, Matrix.mul_one, h1]
  rw [← h3] at key
  rw [mobility, Matrix.inv_eq_right_inv key, quadratic_form_modes]
  refine Finset.sum_congr rfl fun i _ => ?_
  rw [div_eq_inv_mul]
  rfl

/-- If no eigenvalue of the symmetric matrix `C` vanishes, the part of the mobility missed by
stopping at time `T` is the sum over modes of `exp(-λT)` times the squared amplitude divided by `λ`,
where `λ` is the eigenvalue of the mode. -/
theorem truncation_error_eq_sum (hC : C.IsHermitian) (h0 : ∀ i, hC.eigenvalues i ≠ 0)
    (v : n → ℝ) (T : ℝ) :
    mobility C v - truncatedMobility C v T =
      ∑ i, Real.exp (-(hC.eigenvalues i * T)) *
        (amplitude hC v i ^ 2 / hC.eigenvalues i) := by
  -- an explicit antiderivative of the correlation function
  have hF : ∀ t, HasDerivAt (fun s => -∑ i, Real.exp (-(hC.eigenvalues i * s)) *
      (amplitude hC v i ^ 2 / hC.eigenvalues i)) (correlation C v t) t := by
    intro t
    have h : ∀ i ∈ Finset.univ, HasDerivAt (fun s => Real.exp (-(hC.eigenvalues i * s)) *
        (amplitude hC v i ^ 2 / hC.eigenvalues i))
        (-(Real.exp (-(hC.eigenvalues i * t)) * amplitude hC v i ^ 2)) t := by
      intro i _
      have hd := ((((hasDerivAt_id' t).const_mul (hC.eigenvalues i)).fun_neg).exp).mul_const
        (amplitude hC v i ^ 2 / hC.eigenvalues i)
      refine hd.congr_deriv ?_
      have hi := h0 i
      field_simp
    refine (HasDerivAt.fun_sum h).fun_neg.congr_deriv ?_
    rw [correlation_eq_sum hC, Finset.sum_neg_distrib, neg_neg]
  have hcont : Continuous (correlation C v) := by
    rw [funext (correlation_eq_sum hC v)]
    fun_prop
  rw [truncatedMobility, intervalIntegral.integral_eq_sub_of_hasDerivAt (fun t _ => hF t)
    (hcont.intervalIntegrable 0 T), mobility_eq_sum hC h0]
  simp only [mul_zero, neg_zero, Real.exp_zero, one_mul]
  ring

/-- Two currents with the same mode amplitudes are equal. -/
theorem amplitude_injective (hC : C.IsHermitian) : Function.Injective (amplitude hC) := by
  intro v w h
  have h' := congrArg (fun u => modes hC *ᵥ u) h
  simpa only [amplitude, Matrix.mulVec_mulVec, (modes_spec hC).1, Matrix.one_mulVec] using h'

/-- Green-Kubo truncation: if all eigenvalues of the symmetric matrix `C` are at least `x > 0`
and `v` is nonzero, the mobility integrated up to `T ≥ 0` is too low, by at most the fraction
`exp(-xT)` of the mobility. -/
theorem truncation_bias (hC : C.IsHermitian) {x T : ℝ} (hx : 0 < x)
    (hmin : ∀ i, x ≤ hC.eigenvalues i) {v : n → ℝ} (hv : v ≠ 0) (hT : 0 ≤ T) :
    0 < mobility C v - truncatedMobility C v T ∧
      mobility C v - truncatedMobility C v T ≤ Real.exp (-(x * T)) * mobility C v := by
  have hpos : ∀ i, 0 < hC.eigenvalues i := fun i => hx.trans_le (hmin i)
  have h0 : ∀ i, hC.eigenvalues i ≠ 0 := fun i => (hpos i).ne'
  rw [truncation_error_eq_sum hC h0]
  constructor
  · -- a nonzero current excites at least one mode
    have ha : ∃ i, amplitude hC v i ≠ 0 := by
      by_contra hcon
      push Not at hcon
      refine hv (amplitude_injective hC ?_)
      ext i
      rw [hcon i]
      simp [amplitude]
    obtain ⟨i, hi⟩ := ha
    refine Finset.sum_pos' (fun j _ => ?_) ⟨i, Finset.mem_univ i, ?_⟩
    · exact mul_nonneg (Real.exp_pos _).le (div_nonneg (sq_nonneg _) (hpos j).le)
    · exact mul_pos (Real.exp_pos _) (div_pos (pow_pos (abs_pos.mpr hi) 2 |>.trans_eq
        (sq_abs _)) (hpos i))
  · -- every mode decays at a rate of at least `x`
    rw [mobility_eq_sum hC h0, Finset.mul_sum]
    refine Finset.sum_le_sum fun i _ => mul_le_mul_of_nonneg_right
      (Real.exp_le_exp.2 ?_) (div_nonneg (sq_nonneg _) (hpos i).le)
    exact neg_le_neg (mul_le_mul_of_nonneg_right (hmin i) hT)

/-- If all eigenvalues of the symmetric matrix `C` are positive and at most `y`, stopping at
`T ≥ 0` misses at least the fraction `exp(-yT)` of the mobility. -/
theorem truncation_bias_lower (hC : C.IsHermitian) {y T : ℝ}
    (hpos : ∀ i, 0 < hC.eigenvalues i) (hmax : ∀ i, hC.eigenvalues i ≤ y)
    (v : n → ℝ) (hT : 0 ≤ T) :
    Real.exp (-(y * T)) * mobility C v ≤ mobility C v - truncatedMobility C v T := by
  have h0 : ∀ i, hC.eigenvalues i ≠ 0 := fun i => (hpos i).ne'
  rw [truncation_error_eq_sum hC h0, mobility_eq_sum hC h0, Finset.mul_sum]
  refine Finset.sum_le_sum fun i _ => mul_le_mul_of_nonneg_right
    (Real.exp_le_exp.2 ?_) (div_nonneg (sq_nonneg _) (hpos i).le)
  exact neg_le_neg (mul_le_mul_of_nonneg_right (hmax i) hT)

/-- If all eigenvalues of the symmetric matrix `C` are at least `x > 0` and `T > 0`, the missing
part equals `exp(-xT)` times the mobility exactly when `C v = x v`. -/
theorem truncation_bias_eq_iff (hC : C.IsHermitian) {x T : ℝ} (hx : 0 < x)
    (hmin : ∀ i, x ≤ hC.eigenvalues i) (v : n → ℝ) (hT : 0 < T) :
    mobility C v - truncatedMobility C v T = Real.exp (-(x * T)) * mobility C v ↔
      C *ᵥ v = x • v := by
  have hpos : ∀ i, 0 < hC.eigenvalues i := fun i => hx.trans_le (hmin i)
  have h0 : ∀ i, hC.eigenvalues i ≠ 0 := fun i => (hpos i).ne'
  obtain ⟨-, h2, h3⟩ := modes_spec hC
  have hUC : (modes hC)ᵀ * C = diagonal hC.eigenvalues * (modes hC)ᵀ := by
    calc (modes hC)ᵀ * C
        = (modes hC)ᵀ * (modes hC * diagonal hC.eigenvalues * (modes hC)ᵀ) :=
          congrArg (fun A => (modes hC)ᵀ * A) h3
      _ = ((modes hC)ᵀ * modes hC) * diagonal hC.eigenvalues * (modes hC)ᵀ := by
          simp only [Matrix.mul_assoc]
      _ = _ := by rw [h2, Matrix.one_mul]
  -- the eigenvalue equation, read mode by mode
  have hl : ∀ i, amplitude hC (C *ᵥ v) i = hC.eigenvalues i * amplitude hC v i := by
    intro i
    rw [amplitude, Matrix.mulVec_mulVec, hUC, ← Matrix.mulVec_mulVec, Matrix.mulVec_diagonal]
    rfl
  have hr : ∀ i, amplitude hC (x • v) i = x * amplitude hC v i := by
    intro i
    rw [amplitude, Matrix.mulVec_smul]
    rfl
  rw [← (amplitude_injective hC).eq_iff, funext_iff, truncation_error_eq_sum hC h0,
    mobility_eq_sum hC h0, Finset.mul_sum, Finset.sum_eq_sum_iff_of_le (fun i _ =>
      mul_le_mul_of_nonneg_right (Real.exp_le_exp.2
        (neg_le_neg (mul_le_mul_of_nonneg_right (hmin i) hT.le)))
        (div_nonneg (sq_nonneg _) (hpos i).le))]
  simp only [Finset.mem_univ, true_imp_iff, hl, hr]
  refine forall_congr' fun i => ?_
  rw [mul_eq_mul_right_iff, mul_eq_mul_right_iff, Real.exp_eq_exp, neg_inj,
    mul_left_inj' hT.ne', div_eq_zero_iff, or_iff_left (h0 i), sq_eq_zero_iff]

/-- Green-Kubo formula: if all eigenvalues of the symmetric matrix `C` are positive, the
finite-time mobility tends to the mobility as the integration time grows. -/
theorem tendsto_truncatedMobility (hC : C.IsHermitian) (hpos : ∀ i, 0 < hC.eigenvalues i)
    (v : n → ℝ) : Tendsto (truncatedMobility C v) atTop (𝓝 (mobility C v)) := by
  have hsum : Tendsto (fun T => ∑ i, Real.exp (-(hC.eigenvalues i * T)) *
      (amplitude hC v i ^ 2 / hC.eigenvalues i)) atTop
      (𝓝 (∑ i, 0 * (amplitude hC v i ^ 2 / hC.eigenvalues i))) :=
    tendsto_finsetSum _ fun i _ => (Real.tendsto_exp_neg_atTop_nhds_zero.comp
      (tendsto_id.const_mul_atTop (hpos i))).mul_const _
  have h := hsum.const_sub (mobility C v)
  simp only [zero_mul, Finset.sum_const_zero, sub_zero] at h
  refine h.congr fun T => ?_
  rw [← truncation_error_eq_sum hC (fun i => (hpos i).ne'), sub_sub_cancel]

end

end GreenKuboTruncation
```

```lean
#print axioms GreenKuboTruncation.truncation_bias
-- 'GreenKuboTruncation.truncation_bias' depends on axioms: [propext, Classical.choice, Quot.sound]
#print axioms GreenKuboTruncation.truncation_bias_lower
-- 'GreenKuboTruncation.truncation_bias_lower' depends on axioms: [propext, Classical.choice, Quot.sound]
#print axioms GreenKuboTruncation.truncation_bias_eq_iff
-- 'GreenKuboTruncation.truncation_bias_eq_iff' depends on axioms: [propext, Classical.choice, Quot.sound]
#print axioms GreenKuboTruncation.tendsto_truncatedMobility
-- 'GreenKuboTruncation.tendsto_truncatedMobility' depends on axioms: [propext, Classical.choice, Quot.sound]
```

## From the theorems to a simulated current

In `truncation_bias`, the finite type `n` labels the basis, `hC` states that $C$ is symmetric, and `hmin` bounds its eigenvalues below by $x$. The definitions use the matrix exponential, the matrix inverse and an integral over time. The product `⬝ᵥ` is the plain dot product, so any statistical weights must already be absorbed into $C$ and $v$.

`modes_spec` supplies the diagonalisation, and `quadratic_form_modes` turns quadratic forms into sums over amplitudes. `correlation_eq_sum` and `mobility_eq_sum` apply this to the exponential and the inverse. `truncation_error_eq_sum` differentiates an explicit antiderivative and applies the fundamental theorem of calculus.

In `truncation_bias`, `Finset.sum_pos'` gives strict positivity, with `amplitude_injective` providing a nonzero amplitude, and `Finset.sum_le_sum` compares the terms. `truncation_bias_lower` reverses that comparison, `truncation_bias_eq_iff` settles equality, and `tendsto_truncatedMobility` takes the limit. That limit is the Green–Kubo formula within this relaxation model, not a derivation of it from linear response.

The step left to the user is to justify that the measured autocorrelation has the form $\langle v,e^{-tC}v\rangle$ with such a $C$. Sampling noise and time-step error are separate from the truncation bound.

Symmetry matters for the sign of the bias. Take

$$C=\begin{pmatrix}1&-1\\1&1\end{pmatrix},\qquad v=\begin{pmatrix}1\\0\end{pmatrix}.$$

The correlation function is $e^{-t}\cos t$ and $M=\tfrac12$, but $M(\pi/2)=\tfrac12(1+e^{-\pi/2})\approx0.60$, which is too high. Here $\langle u,Cu\rangle=|u|^2$ for every $u$, so positivity of this quadratic form alone does not ensure that the truncated integral is too low.
